# The negative inverse of a single-resonance Lorentz dielectric function is a constant plus an oscillator at the longitudinal frequency

The dielectric function here is ε(w) = e + wp²/(w0² − w² − i g w), a constant background plus one damped resonance, with e, w0 and g positive and wp and w any real numbers. The theorem `neg_inv_dielectric` says that −1/ε(w) equals −1/e plus (wp²/e²)/(Ω² − w² − i g w), where Ω = √(w0² + wp²/e) is the longitudinal frequency. The resonance thus moves from w0 to Ω and keeps its damping g. Writing D for the denominator at w0 and L for the one at Ω, the proof first rewrites ε as e L/D. It then asks `linear_combination` to derive the identity from L · L⁻¹ = 1 (`h1`) and D = L − wp²/e (`hd`).

The first attempt, which Lean rejects:

```lean
import Mathlib

open Complex

namespace NegInvDielectric

noncomputable section

/-- The resonance denominator `Ω² - w² - i g w` of an oscillator with frequency `Ω` and
damping `g`, driven at frequency `w`. -/
def lorentzDen (Ω g w : ℝ) : ℂ := (Ω : ℂ) ^ 2 - (w : ℂ) ^ 2 - I * g * w

/-- The Lorentz dielectric function `e + wp² / (w0² - w² - i g w)` with background constant `e`,
on the domain where the resonance denominator is nonzero. -/
def dielectric (e w0 wp g w : ℝ) : ℂ := (e : ℂ) + (wp : ℂ) ^ 2 / lorentzDen w0 g w

/-- The longitudinal frequency `√(w0² + wp² / e)`, for a background constant `e > 0`. -/
def longitudinalFrequency (e w0 wp : ℝ) : ℝ := √(w0 ^ 2 + wp ^ 2 / e)

lemma lorentzDen_eq (Ω g w : ℝ) : lorentzDen Ω g w = ⟨Ω ^ 2 - w ^ 2, -(g * w)⟩ := by
  apply Complex.ext <;> simp [lorentzDen, pow_two]

/-- With positive frequency and positive damping, the resonance denominator vanishes at no
real driving frequency. -/
theorem lorentzDen_ne_zero {Ω g : ℝ} (hΩ : 0 < Ω) (hg : 0 < g) (w : ℝ) :
    lorentzDen Ω g w ≠ 0 := by
  intro h
  rw [lorentzDen_eq] at h
  have h1 : Ω ^ 2 - w ^ 2 = 0 := congrArg Complex.re h
  have h2 : -(g * w) = 0 := congrArg Complex.im h
  have hw : w = 0 := (mul_eq_zero.mp (neg_eq_zero.mp h2)).resolve_left hg.ne'
  rw [hw] at h1
  nlinarith [pow_pos hΩ 2]

lemma longitudinalFrequency_sq {e : ℝ} (he : 0 < e) (w0 wp : ℝ) :
    (longitudinalFrequency e w0 wp : ℂ) ^ 2 = (w0 : ℂ) ^ 2 + (wp : ℂ) ^ 2 / e := by
  have h : longitudinalFrequency e w0 wp ^ 2 = w0 ^ 2 + wp ^ 2 / e :=
    Real.sq_sqrt (by positivity)
  rw [← Complex.ofReal_pow, h]
  simp

lemma longitudinalFrequency_pos {e w0 : ℝ} (he : 0 < e) (h0 : 0 < w0) (wp : ℝ) :
    0 < longitudinalFrequency e w0 wp :=
  Real.sqrt_pos.mpr (by positivity)

/-- For a positive background constant, and where the transverse denominator is nonzero, the
dielectric function is the background times the longitudinal over the transverse denominator. -/
theorem dielectric_factor {e w0 g w : ℝ} (he : 0 < e) (wp : ℝ)
    (hd : lorentzDen w0 g w ≠ 0) :
    dielectric e w0 wp g w =
      e * lorentzDen (longitudinalFrequency e w0 wp) g w / lorentzDen w0 g w := by
  have he' : (e : ℂ) ≠ 0 := Complex.ofReal_ne_zero.mpr he.ne'
  have hL := longitudinalFrequency_sq he w0 wp
  have hc : (e : ℂ) * ((wp : ℂ) ^ 2 / e) = (wp : ℂ) ^ 2 := by field_simp
  rw [eq_div_iff hd]
  unfold dielectric
  rw [add_mul, div_mul_cancel₀ _ hd]
  unfold lorentzDen
  linear_combination -hc - (e : ℂ) * hL

/-- With positive background, resonance frequency and damping, `-1/eps` is a constant plus a
Lorentz oscillator of strength `wp² / e²` at the longitudinal frequency, with the same damping. -/
theorem neg_inv_dielectric {e w0 g : ℝ} (he : 0 < e) (h0 : 0 < w0) (hg : 0 < g) (wp w : ℝ) :
    -1 / dielectric e w0 wp g w =
      -1 / (e : ℂ) + (wp : ℂ) ^ 2 / (e : ℂ) ^ 2 /
        lorentzDen (longitudinalFrequency e w0 wp) g w := by
  have hL := longitudinalFrequency_sq he w0 wp
  have h1 := mul_inv_cancel₀
    (lorentzDen_ne_zero (longitudinalFrequency_pos he h0 wp) hg w)
  -- the two denominators differ by the constant `wp² / e`
  have hd : lorentzDen w0 g w =
      lorentzDen (longitudinalFrequency e w0 wp) g w - (wp : ℂ) ^ 2 / e := by
    unfold lorentzDen
    linear_combination -hL
  rw [dielectric_factor he wp (lorentzDen_ne_zero h0 hg w)]
  linear_combination (-(e : ℂ)⁻¹) * h1 -
    ((e : ℂ)⁻¹ * (lorentzDen (longitudinalFrequency e w0 wp) g w)⁻¹) * hd

end

end NegInvDielectric
```

Compiling this gives:

```
Main.lean:76:2: error: ring failed, ring expressions not equal
e w0 g : ℝ
he : 0 < e
h0 : 0 < w0
hg : 0 < g
wp w : ℝ
hL : ↑(longitudinalFrequency e w0 wp) ^ 2 = ↑w0 ^ 2 + ↑wp ^ 2 / ↑e
h1 : lorentzDen (longitudinalFrequency e w0 wp) g w * (lorentzDen (longitudinalFrequency e w0 wp) g w)⁻¹ = 1
hd : lorentzDen w0 g w = lorentzDen (longitudinalFrequency e w0 wp) g w - ↑wp ^ 2 / ↑e
⊢ lorentzDen w0 g w * (↑e)⁻¹ * (lorentzDen (longitudinalFrequency e w0 wp) g w)⁻¹ -
      (↑e)⁻¹ * (lorentzDen (longitudinalFrequency e w0 wp) g w)⁻¹ * (lorentzDen w0 g w)⁻¹⁻¹ =
    0
```

The error comes from the final `linear_combination`, which subtracts the chosen multiples of `h1` and `hd` and leaves `ring` to show that the result is zero. What remains is D e⁻¹ L⁻¹ − e⁻¹ L⁻¹ (D⁻¹)⁻¹ = 0. This is true, since (D⁻¹)⁻¹ = D, but `ring` did not identify the two here, so the terms did not cancel.

The double inverse comes from the shape of the goal. After the rewrite with `dielectric_factor`, the left side is −1/(e L/D), a division by a quotient, and inverting that quotient inverts D⁻¹ again.

The repair adds `div_div_eq_mul_div`, which says a/(b/c) = a · c/b, to the `rw`. The left side becomes −1 · D/(e L), where D stands in the numerator and is never inverted. The terms now cancel, and the `linear_combination` works with its coefficients unchanged.

After these edits no error is left:

```diff
@@ -73,5 +73,5 @@
     unfold lorentzDen
     linear_combination -hL
-  rw [dielectric_factor he wp (lorentzDen_ne_zero h0 hg w)]
+  rw [dielectric_factor he wp (lorentzDen_ne_zero h0 hg w), div_div_eq_mul_div]
   linear_combination (-(e : ℂ)⁻¹) * h1 -
     ((e : ℂ)⁻¹ * (lorentzDen (longitudinalFrequency e w0 wp) g w)⁻¹) * hd
```
